# In a partly filled atom with degenerate flavours, the Luttinger count equals the filling only at particle–hole symmetry

Take an isolated atom with $N$ degenerate flavours, pairwise repulsion $U$ and chemical potential $\mu$, measured from the one-particle level, and let $(k-1)U<\mu<kU$ with $0<k<N$. Its ground states all hold $k$ electrons. Average the zero-temperature Green's function $G_\sigma(\omega)$ over them with equal weight, and count one electron for each flavour $\sigma$ with $G_\sigma(0)>0$, none for $G_\sigma(0)<0$ and one half for $G_\sigma(0)=0$. This Luttinger count equals $k$ exactly when $N=2k$ and $\mu=(k-\tfrac12)U$. That is the point of particle–hole symmetry, where the atom has the same energy, measured from the chemical potential, with $n$ electrons as with $N-n$.

For the Hubbard atom ($N=2$, $k=1$, the flavours being the two spins) the count is 2 for $0<\mu<U/2$ and 0 for $U/2<\mu<U$, while the atom holds one electron throughout. The sign of $G(0)$ is therefore no reliable measure of the filling in this model, which has no hopping, no momentum and no Fermi surface. Luttinger's theorem for a metal within reach of perturbation theory is not contradicted.

## The atom and its Green's function

```lean
import Mathlib

open Finset

namespace AtomicLuttingerCount

noncomputable section
```

Mathlib supplies the real numbers and finite sets. A flavour is an element of `Fin N`, the type with $N$ elements, and a Fock state is the finite set of its occupied flavours, of type `Finset (Fin N)`.

```lean
/-- Energy, measured from the chemical potential `μ`, of an atom holding `n` electrons
that repel each other pairwise with strength `U`. -/
def level (U μ : ℝ) (n : ℕ) : ℝ := U * ((n : ℝ) * ((n : ℝ) - 1) / 2) - μ * n
```

With $n$ electrons there are $n(n-1)/2$ pairs, so
$$E_n=U\,\frac{n(n-1)}2-\mu n .$$
The one-particle level sits at zero energy. The notation `(n : ℝ)` turns the natural number $n$ into a real number.

```lean
/-- The Fock states (sets of occupied flavours) of lowest energy. -/
def groundStates (N : ℕ) (U μ : ℝ) : Finset (Finset (Fin N)) :=
  univ.filter fun s => ∀ t : Finset (Fin N), level U μ s.card ≤ level U μ t.card
```

These are the Fock states $s$ whose energy is no higher than that of any Fock state $t$; `s.card` is the electron number. The minimum runs over all electron numbers, as in the grand canonical ensemble.

```lean
/-- Lehmann term of flavour `σ` in the Fock state `s`: a removal pole if `σ` is occupied,
an addition pole if it is empty. -/
def lehmann {N : ℕ} (U μ : ℝ) (σ : Fin N) (s : Finset (Fin N)) (ω : ℝ) : ℝ :=
  if σ ∈ s then 1 / (ω - (level U μ s.card - level U μ (s.erase σ).card))
  else 1 / (ω - (level U μ (insert σ s).card - level U μ s.card))
```

The Hamiltonian is diagonal in the occupations, so every Fock state is an energy eigenstate. Removing an electron from an occupied flavour, or adding one to an empty flavour, leads to a single such state, with amplitude $\pm1$. A state with $n$ electrons therefore contributes one pole of weight 1 per flavour:
$$\frac1{\omega-(E_n-E_{n-1})}\ \ (\sigma\text{ occupied}),\qquad \frac1{\omega-(E_{n+1}-E_n)}\ \ (\sigma\text{ empty}).$$
The file takes this Lehmann form as its definition and does not derive it from creation and annihilation operators. Frequency is real and measured in energy units.

```lean
/-- Zero-temperature Green's function of flavour `σ`: the equal-weight average of the
Lehmann terms over all ground states. -/
def green {N : ℕ} (U μ : ℝ) (σ : Fin N) (ω : ℝ) : ℝ :=
  (∑ s ∈ groundStates N U μ, lehmann U μ σ s ω) / (groundStates N U μ).card
```

The equal-weight average is the zero-temperature limit of the thermal average. It treats all flavours alike, as no field selects one of the degenerate states.

```lean
/-- The unit step function with value one half at the origin. -/
def halfStep (x : ℝ) : ℝ := if 0 < x then 1 else if x < 0 then 0 else 1 / 2
```

This is the step function $\theta(x)$ with $\theta(0)=\tfrac12$, a convention that matters only where $G(0)$ vanishes.

```lean
/-- The Luttinger count: the sum over flavours of the step function of `G(0)`. -/
def luttingerCount (N : ℕ) (U μ : ℝ) : ℝ := ∑ σ : Fin N, halfStep (green U μ σ 0)
```

The count is $\sum_\sigma\theta(G_\sigma(0))$, the atomic analogue of measuring the region of momentum space where $G(\mathbf k,0)>0$.

## The ground states hold k electrons

```lean
/-- Adding an electron to an atom with `n` electrons costs `U n - μ`. -/
theorem level_succ (U μ : ℝ) (n : ℕ) :
    level U μ (n + 1) - level U μ n = U * n - μ := by
  unfold level
  push_cast
  ring
```

A theorem lists its hypotheses before the first colon that stands outside all brackets, and its claim after that colon; the proof follows `:= by`. Here the claim is
$$E_{n+1}-E_n=\frac U2\big[(n+1)n-n(n-1)\big]-\mu=Un-\mu .$$
After `unfold` inserts the definition, `ring` does this algebra.

```lean
/-- For `(k-1)U < μ < kU`, holding `k` electrons costs less than any other number. -/
theorem level_lt {U μ : ℝ} {k m : ℕ} (h1 : ((k : ℝ) - 1) * U < μ) (h2 : μ < k * U)
    (hm : m ≠ k) : level U μ k < level U μ m := by
  have hU : 0 < U := by linarith
  rcases lt_or_gt_of_ne hm with h | h
  · have hc : (m : ℝ) + 1 ≤ k := by exact_mod_cast h
    have hp : 0 < ((k : ℝ) - m) * (μ - U * (m + k - 1) / 2) :=
      mul_pos (by linarith) (by nlinarith [mul_le_mul_of_nonneg_left hc hU.le])
    unfold level
    nlinarith [hp]
  · have hc : (k : ℝ) + 1 ≤ m := by exact_mod_cast h
    have hp : 0 < ((m : ℝ) - k) * (U * (m + k - 1) / 2 - μ) :=
      mul_pos (by linarith) (by nlinarith [mul_le_mul_of_nonneg_left hc hU.le])
    unfold level
    nlinarith [hp]
```

The hypotheses `h1` and `h2` say $(k-1)U<\mu<kU$, and together they imply $U>0$. For $m\neq k$,
$$E_m-E_k=(m-k)\left(\frac{U(m+k-1)}2-\mu\right).$$
If $m\ge k+1$, the second factor is at least $kU-\mu>0$. If $m\le k-1$, it is at most $(k-1)U-\mu<0$, and so is $m-k$. The product is positive either way. The two bullets of the proof treat these cases, and `hp` is the positive product in each.

```lean
/-- For `(k-1)U < μ < kU` the ground states are exactly the states with `k` electrons. -/
theorem groundStates_eq {N k : ℕ} {U μ : ℝ} (hk : k ≤ N)
    (h1 : ((k : ℝ) - 1) * U < μ) (h2 : μ < k * U) :
    groundStates N U μ = powersetCard k univ := by
  ext s
  simp only [groundStates, mem_filter, mem_univ, true_and, mem_powersetCard, subset_univ]
  constructor
  · intro h
    by_contra hne
    obtain ⟨t, -, ht⟩ := Finset.exists_subset_card_eq
      (s := (univ : Finset (Fin N))) (n := k) (by simpa using hk)
    have h' := h t
    rw [ht] at h'
    exact absurd (level_lt h1 h2 hne) (not_lt_of_ge h')
  · intro h t
    by_cases ht : t.card = k
    · rw [h, ht]
    · rw [h]
      exact (level_lt h1 h2 ht).le
```

`powersetCard k univ` is the collection of all $k$-element sets of flavours. A ground state with another electron number would lie above some $k$-electron state, which exists because $k\le N$. Conversely, a $k$-electron state lies at or below every other state. The two halves after `constructor` are these two directions.

## Two poles with weights k/N and 1 − k/N

```lean
/-- Among all states with `k` electrons in `N` flavours, a given flavour is occupied with
weight `k/N` and empty with weight `1 - k/N`. -/
theorem flavour_average {N k : ℕ} (hk : k ≤ N) (σ : Fin N) (A B : ℝ) :
    (∑ s ∈ powersetCard k (univ : Finset (Fin N)), if σ ∈ s then A else B) /
      (powersetCard k (univ : Finset (Fin N))).card
      = (k : ℝ) / N * A + (1 - (k : ℝ) / N) * B := by
  obtain _ | n := N
  · exact σ.elim0
  -- states in which `σ` is empty are the `k`-subsets of the other flavours
  have hf : (powersetCard k (univ : Finset (Fin (n + 1)))).filter (fun s => σ ∉ s)
      = powersetCard k (univ.erase σ) := by
    ext s
    simp only [mem_filter, mem_powersetCard, subset_erase, subset_univ, true_and]
    tauto
  have hcard : (powersetCard k ((univ : Finset (Fin (n + 1))).erase σ)).card
      = n.choose k := by
    rw [card_powersetCard, card_erase_of_mem (mem_univ σ)]
    simp
  have hs : ∀ s ∈ powersetCard k (univ : Finset (Fin (n + 1))),
      (if σ ∈ s then A else B) = A + (if σ ∉ s then B - A else 0) := by
    intro s _
    by_cases h : σ ∈ s <;> simp [h]
  have hC : ((n + 1).choose k : ℝ) ≠ 0 := by
    exact_mod_cast (Nat.choose_pos hk).ne'
  have hn : (n : ℝ) + 1 ≠ 0 := by positivity
  have hr : (n.choose k : ℝ) * (n + 1) = ((n + 1).choose k : ℝ) * (n + 1 - k) := by
    have h := congrArg (Nat.cast : ℕ → ℝ) (Nat.choose_mul_succ_eq n k)
    rw [Nat.cast_mul, Nat.cast_mul, Nat.cast_sub hk, Nat.cast_add, Nat.cast_one] at h
    exact h
  have hc := (eq_div_iff hn).2 hr
  rw [sum_congr rfl hs, sum_add_distrib, ← sum_filter, hf, sum_const, sum_const, hcard,
    card_powersetCard, card_univ, Fintype.card_fin, nsmul_eq_mul, nsmul_eq_mul, hc,
    Nat.cast_add, Nat.cast_one]
  field_simp
  ring
```

Let a quantity be $A$ when $\sigma$ is occupied and $B$ when it is empty. Of the $\binom Nk$ states with $k$ electrons, $\binom{N-1}k$ leave $\sigma$ empty, since all $k$ electrons then sit in the other flavours. The empty fraction is
$$\binom{N-1}k\Big/\binom Nk=\frac{N-k}N=1-\frac kN,$$
and the average is $\frac kN A+\left(1-\frac kN\right)B$.

The proof writes $N=n+1$, which is allowed because a flavour exists. `hf` identifies the states with $\sigma$ empty, `hcard` counts them, and `hr` is the binomial ratio. The sum is split as $A$ for every state plus $B-A$ for those with $\sigma$ empty.

```lean
/-- For `(k-1)U < μ < kU` the Green's function has a removal pole of weight `k/N` and an addition
pole of weight `1 - k/N`. -/
theorem green_eq {N k : ℕ} {U μ : ℝ} (hk : k ≤ N)
    (h1 : ((k : ℝ) - 1) * U < μ) (h2 : μ < k * U) (σ : Fin N) (ω : ℝ) :
    green U μ σ ω = (k : ℝ) / N / (ω + μ - ((k : ℝ) - 1) * U)
      + (1 - (k : ℝ) / N) / (ω + μ - k * U) := by
  have hs : ∀ s ∈ powersetCard k (univ : Finset (Fin N)), lehmann U μ σ s ω =
      if σ ∈ s then 1 / (ω + μ - ((k : ℝ) - 1) * U) else 1 / (ω + μ - k * U) := by
    intro s hs
    have hc := (mem_powersetCard.1 hs).2
    unfold lehmann
    split_ifs with h
    · have e := card_erase_add_one h
      have l := level_succ U μ (s.erase σ).card
      have e' : ((s.erase σ).card : ℝ) = k - 1 := by
        have : ((s.erase σ).card : ℝ) + 1 = k := by exact_mod_cast e.trans hc
        linarith
      rw [e] at l
      rw [l, e']
      congr 1
      ring
    · rw [card_insert_of_notMem h, level_succ, hc]
      congr 1
      ring
  unfold green
  rw [groundStates_eq hk h1 h2, sum_congr rfl hs, flavour_average hk]
  ring
```

Insert the energy differences. Removal from $k$ electrons involves $E_k-E_{k-1}=(k-1)U-\mu$ and addition involves $E_{k+1}-E_k=kU-\mu$, so
$$G_\sigma(\omega)=\frac{k/N}{\omega+\mu-(k-1)U}+\frac{1-k/N}{\omega+\mu-kU}.$$
In the proof, `hs` shows that every ground state contributes one of these two fractions without its weight, and `flavour_average` supplies the weights. Exactly at a pole the Lean equation relies on the convention $1/0=0$; at $\omega=0$ there is no pole.

## The sign of G(0)

```lean
/-- Closed form of the Green's function at zero frequency. -/
theorem green_zero {N k : ℕ} {U μ : ℝ} (hk : k ≤ N)
    (h1 : ((k : ℝ) - 1) * U < μ) (h2 : μ < k * U) (σ : Fin N) :
    green U μ σ 0 = (((k : ℝ) - 1 + k / N) * U - μ) /
      ((μ - ((k : ℝ) - 1) * U) * (k * U - μ)) := by
  have e : μ - k * U = -(k * U - μ) := by ring
  rw [green_eq hk h1 h2, zero_add, e, div_neg, ← sub_eq_add_neg,
    div_sub_div _ _ (sub_pos.2 h1).ne' (sub_pos.2 h2).ne']
  congr 1
  ring
```

Set $a=\mu-(k-1)U$ and $b=kU-\mu$. Both are positive and $a+b=U$. At zero frequency
$$G_\sigma(0)=\frac{k/N}{a}-\frac{1-k/N}{b}=\frac{\frac kN(a+b)-a}{ab}=\frac{\left(k-1+\frac kN\right)U-\mu}{ab}.$$
The proof combines the fractions with `div_sub_div`, which needs $a$ and $b$ to be nonzero, and `ring` checks the numerator.

```lean
/-- For `(k-1)U < μ < kU` the Luttinger count is `N` below `μ = (k - 1 + k/N)U`, zero above it, and
`N/2` at it. -/
theorem luttingerCount_values {N k : ℕ} {U μ : ℝ} (hk : k ≤ N)
    (h1 : ((k : ℝ) - 1) * U < μ) (h2 : μ < k * U) :
    (μ < ((k : ℝ) - 1 + k / N) * U → luttingerCount N U μ = N) ∧
    (((k : ℝ) - 1 + k / N) * U < μ → luttingerCount N U μ = 0) ∧
    (μ = ((k : ℝ) - 1 + k / N) * U → luttingerCount N U μ = N / 2) := by
  have hD := mul_pos (sub_pos.2 h1) (sub_pos.2 h2)
  have hL : ∀ y : ℝ, (∀ σ : Fin N, halfStep (green U μ σ 0) = y) →
      luttingerCount N U μ = N * y := by
    intro y hy
    simp only [luttingerCount, hy, sum_const, card_univ, Fintype.card_fin, nsmul_eq_mul]
  refine ⟨fun c => ?_, fun c => ?_, fun c => ?_⟩
  · rw [hL 1, mul_one]
    intro σ
    rw [green_zero hk h1 h2, halfStep, if_pos (div_pos (sub_pos.2 c) hD)]
  · rw [hL 0, mul_zero]
    intro σ
    have hx := div_neg_of_neg_of_pos (sub_neg.2 c) hD
    rw [green_zero hk h1 h2, halfStep, if_neg (not_lt_of_gt hx), if_pos hx]
  · rw [hL (1 / 2), mul_one_div]
    intro σ
    rw [green_zero hk h1 h2, sub_eq_zero.2 c.symm, zero_div]
    simp [halfStep]
```

Since $ab>0$, the numerator fixes the sign. With $\mu^*=\left(k-1+\frac kN\right)U$, $G_\sigma(0)$ is positive for $\mu<\mu^*$, negative for $\mu>\mu^*$ and zero at $\mu^*$. All flavours share this value, so the count is $N$, $0$ or $N/2$. `hL` expresses the sharing: if each step function equals $y$, the count is $Ny$. The symbol `∧` joins the three statements.

The theorem includes the empty and the full atom. For $k=0$ one has $\mu^*=-U<\mu$ and the count is 0; for $k=N>0$ one has $\mu^*=NU>\mu$ and the count is $N$. Both are correct, so the failure belongs to partial filling.

```lean
/-- For a partly filled atom with `k` electrons in `N` flavours, the Luttinger count equals the true
filling if and only if `N = 2k` and `μ = (k - 1/2)U`. -/
theorem luttingerCount_eq_filling_iff {N k : ℕ} {U μ : ℝ} (hk0 : 0 < k) (hkN : k < N)
    (h1 : ((k : ℝ) - 1) * U < μ) (h2 : μ < k * U) :
    luttingerCount N U μ = k ↔ N = 2 * k ∧ μ = ((k : ℝ) - 1 / 2) * U := by
  obtain ⟨hlt, hgt, heq⟩ := luttingerCount_values hkN.le h1 h2
  have hk0R : (0 : ℝ) < k := by exact_mod_cast hk0
  have hkNR : (k : ℝ) < N := by exact_mod_cast hkN
  have hhalf : N = 2 * k → (k : ℝ) / N = 1 / 2 := by
    intro h
    have hN : (N : ℝ) = 2 * k := by exact_mod_cast h
    rw [div_eq_div_iff (by linarith) two_ne_zero, hN]
    ring
  constructor
  · intro h
    rcases lt_trichotomy μ (((k : ℝ) - 1 + k / N) * U) with c | c | c
    · rw [hlt c] at h
      exfalso
      linarith
    · rw [heq c] at h
      have hN : N = 2 * k := by
        have : (N : ℝ) = 2 * k := by linarith
        exact_mod_cast this
      rw [hhalf hN] at c
      exact ⟨hN, by linarith⟩
    · rw [hgt c] at h
      exfalso
      linarith
  · rintro ⟨hN, hμ⟩
    have hN' : (N : ℝ) = 2 * k := by exact_mod_cast hN
    rw [heq (by rw [hhalf hN, hμ]; ring)]
    linarith
```

For $0<k<N$ the values $N$ and $0$ both differ from $k$. Agreement therefore requires $\mu=\mu^*$ and $N/2=k$, and then $k/N=\tfrac12$ gives $\mu^*=(k-\tfrac12)U$. Conversely, these two conditions put $\mu$ at $\mu^*$, where the count is $N/2=k$. `lt_trichotomy` produces the three cases, and `linarith` refutes the two impossible ones.

```lean
/-- The Hubbard atom with `0 < μ < U`: every ground state holds one electron, while the
Luttinger count is two for `μ < U/2`, where `G(0) > 0`, and zero for `μ > U/2`, where
`G(0) < 0`. -/
theorem hubbard_atom {U μ : ℝ} (h0 : 0 < μ) (hU : μ < U) (σ : Fin 2) :
    (∀ s ∈ groundStates 2 U μ, s.card = 1) ∧
    green U μ σ 0 = (1 / μ + 1 / (μ - U)) / 2 ∧
    (μ < U / 2 → 0 < green U μ σ 0 ∧ luttingerCount 2 U μ = 2) ∧
    (U / 2 < μ → green U μ σ 0 < 0 ∧ luttingerCount 2 U μ = 0) := by
  have h1 : (((1 : ℕ) : ℝ) - 1) * U < μ := by simpa using h0
  have h2 : μ < ((1 : ℕ) : ℝ) * U := by simpa using hU
  have hk : 1 ≤ 2 := by norm_num
  have hD := mul_pos (sub_pos.2 h1) (sub_pos.2 h2)
  obtain ⟨hlt, hgt, -⟩ := luttingerCount_values hk h1 h2
  have ht : (((1 : ℕ) : ℝ) - 1 + ((1 : ℕ) : ℝ) / ((2 : ℕ) : ℝ)) * U = U / 2 := by
    push_cast
    ring
  refine ⟨fun s hs => ?_, ?_, fun c => ?_, fun c => ?_⟩
  · rw [groundStates_eq hk h1 h2] at hs
    exact (mem_powersetCard.1 hs).2
  · rw [green_eq hk h1 h2]
    simp only [Nat.cast_one, Nat.cast_ofNat, zero_add, sub_self, zero_mul, sub_zero, one_mul]
    ring
  · rw [← ht] at c
    refine ⟨?_, by simpa using hlt c⟩
    rw [green_zero hk h1 h2]
    exact div_pos (sub_pos.2 c) hD
  · rw [← ht] at c
    refine ⟨?_, hgt c⟩
    rw [green_zero hk h1 h2]
    exact div_neg_of_neg_of_pos (sub_neg.2 c) hD

end

end AtomicLuttingerCount
```

The four parts say that, for $0<\mu<U$ and either spin $\sigma$, every ground state has one electron; that
$$G_\sigma(0)=\frac12\left(\frac1\mu+\frac1{\mu-U}\right)=\frac{U-2\mu}{2\mu(U-\mu)};$$
that below $U/2$ this is positive and the count is 2; and that above $U/2$ it is negative and the count is 0. The proof sets $N=2$ and $k=1$ in the earlier theorems, with `ht` evaluating $\mu^*$ as $U/2$.

## A single ground state, and exact diagonalisation

The same Lehmann terms give a different answer for one Fock ground state taken alone. Its $k$ occupied flavours have $G_\sigma(0)=1/a>0$ and its $N-k$ empty ones have $G_\sigma(0)=-1/b<0$, so the count is $k$. By this short calculation, which the file does not contain, each Fock ground state alone gives the right count, and the mismatch found above appears when they are averaged.

The distinction shows up in an exact-diagonalisation code for the Hubbard atom with $0<\mu<U$. The code finds the lowest energy, collects all eigenstates that share it within a tolerance, and averages their Lehmann sums. If it keeps only one Fock state of the multiplet, say spin up, it obtains $G_\uparrow(0)=1/\mu$ and $G_\downarrow(0)=1/(\mu-U)$ in place of their mean. Unequal spin components at $\omega=0$ therefore show that the equal-weight average was not taken. Equal components do not prove that it was, since the single state $(|{\uparrow}\rangle+|{\downarrow}\rangle)/\sqrt2$ gives them too.

```lean
#print axioms AtomicLuttingerCount.luttingerCount_eq_filling_iff
-- 'AtomicLuttingerCount.luttingerCount_eq_filling_iff' depends on axioms: [propext, Classical.choice, Quot.sound]
#print axioms AtomicLuttingerCount.hubbard_atom
-- 'AtomicLuttingerCount.hubbard_atom' depends on axioms: [propext, Classical.choice, Quot.sound]
```
